# Vanishing moments below order m bound the structure factor by a multiple of |k|^m

Take finitely many real charges \(q_j\) at positions \(x_j\) on a line, and suppose that the moments \(M_n=\sum_j q_j x_j^n\) vanish for all \(n<m\). Then the structure factor \(S(k)=\sum_j q_j e^{ikx_j}\) satisfies

\[
|S(k)|\le \frac{|k|^m}{m!}\,A_m,\qquad A_m=\sum_j |q_j|\,|x_j|^m,
\]

for every real wave vector \(k\). Conversely, if \(|S(k)|\le C|k|^m\) near \(k=0\) for some constant \(C\), then every moment below order \(m\) vanishes.

## Small wave vectors in a reciprocal-space sum

The reciprocal part of an Ewald sum weights \(|S(k)|^2\) by \(1/k^2\) times a Gaussian, so the size of \(S\) at small \(k\) matters. For a finite group of charges on a line, the bound keeps \(|S(k)|^2/k^2\) at most \(A_1^2\) for \(k\ne0\) if the group is neutral, and makes it tend to zero as \(k\to0\) if the dipole moment vanishes too.

In three dimensions, fix a unit vector \(\hat n\) and set \(x_j=\hat n\cdot\mathbf r_j\), where \(\mathbf r_j\) is the position of charge \(j\). The bound then applies to wave vectors \(k\hat n\), with moments taken along \(\hat n\).

Two practical points follow from the form of the bound:

- It is informative when the group is small compared with the wavelength. Since \(|S(k)|\) does not change when all positions are shifted together, while \(A_m\) with \(m\ge1\) in general does, put the origin near the group before evaluating \(A_m\).
- When \(|S(k)|\) is much smaller than \(\sum_j|q_j|\), it results from cancellation between terms of size \(|q_j|\), so its relative rounding error can be large in floating point.

The smallest neutral example is a pair \(\pm q\) at \(\pm d/2\), with \(d>0\). Here \(|S(k)|=2|q||\sin(kd/2)|\), and the bound with \(m=1\) reads \(|S(k)|\le|k||q|d\). For \(q\ne0\), the ratio of the two sides tends to 1 as \(k\to0\).

## From the Taylor remainder to the moments

Let \(R_m(z)=e^z-\sum_{n<m}z^n/n!\). For real \(a\) and \(t\ge0\), the first claim is

\[
|R_m(iat)|\le \frac{(|a|t)^m}{m!}.
\]

For \(m=0\) the left side is \(|e^{iat}|=1\). For the step from \(m\) to \(m+1\), differentiate term by term. The constant term drops out and each remaining power falls by one, so

\[
\frac{d}{dt}R_{m+1}(iat)=ia\,R_m(iat),\qquad R_{m+1}(0)=0.
\]

Integrating the bound already known for \(R_m\) gives

\[
|R_{m+1}(iat)|\le\int_0^t |a|\frac{(|a|s)^m}{m!}\,ds=\frac{(|a|t)^{m+1}}{(m+1)!}.
\]

Now set \(t=1\) and \(a=kx_j\), multiply by \(q_j\) and sum over the charges. Exchanging the two finite sums yields

\[
S(k)-\sum_{n<m}\frac{(ik)^n}{n!}M_n=\sum_j q_jR_m(ikx_j),
\]

and the triangle inequality bounds the right side by \(|k|^mA_m/m!\). No moment has been assumed to vanish so far. If those below \(m\) do, the polynomial disappears and the main bound remains.

Keeping one more term isolates the leading multipole:

\[
\left|S(k)-\frac{(ik)^m}{m!}M_m\right|\le D|k|^{m+1},\qquad D=\frac{A_{m+1}}{(m+1)!}.
\]

Suppose also that \(|S(k)|\le C|k|^m\) for \(|k|\le\delta\), with \(\delta>0\). For \(0<k\le\delta\),

\[
k^m\frac{|M_m|}{m!}\le Ck^m+Dk^{m+1}.
\]

Dividing by \(k^m\) and letting \(k\to0\) gives \(|M_m|/m!\le C\).

For the converse, assume only the bound \(|S(k)|\le C|k|^m\) near zero. Take \(n<m\) and suppose that the moments below \(n\) are already known to vanish. For \(|k|\le1\) in the allowed range,

\[
|S(k)|\le |C||k|^{n+1}=(|C||k|)\,|k|^n.
\]

Given \(\varepsilon>0\), the factor in brackets is at most \(\varepsilon\) for small enough \(k\). The previous result, applied at order \(n\), gives \(|M_n|/n!\le\varepsilon\). As \(\varepsilon\) is arbitrary, \(M_n=0\).

Finally, charges \(1,-2,1\) at \(-1,0,1\) have \(M_0=M_1=0\) and \(M_2=A_2=2\). The main bound is \(|S(k)|\le k^2\), and the lower bound on \(C\) gives \(C\ge M_2/2!=1\). The constant is therefore sharp for this quadrupole, even near \(k=0\).

## The Lean source

```lean
import Mathlib

open scoped Nat
open Finset

namespace MultipoleSmallWaveVector

noncomputable section

variable {ι : Type*} [Fintype ι]

/-- The structure factor `S(k) = ∑ q_j exp(i k x_j)` of charges `q_j` at positions `x_j`. -/
def structureFactor (q x : ι → ℝ) (k : ℝ) : ℂ :=
  ∑ j, (q j : ℂ) * Complex.exp (Complex.I * ((k * x j : ℝ) : ℂ))

/-- The multipole moment `∑ q_j x_j ^ n` of order `n`. -/
def moment (q x : ι → ℝ) (n : ℕ) : ℝ := ∑ j, q j * x j ^ n

/-- The absolute moment `∑ |q_j| |x_j| ^ n` of order `n`. -/
def absMoment (q x : ι → ℝ) (n : ℕ) : ℝ := ∑ j, |q j| * |x j| ^ n

/-- What is left of `exp z` after the first `m` terms of its Taylor series are removed. -/
def expRemainder (m : ℕ) (z : ℂ) : ℂ :=
  Complex.exp z - ∑ n ∈ range m, z ^ n / (n ! : ℂ)

/-- Along the line `t ↦ i a t`, the derivative of the Taylor remainder of the exponential after
`m + 1` terms is `i a` times the remainder after `m` terms. -/
theorem hasDerivAt_expRemainder (m : ℕ) (a t : ℝ) :
    HasDerivAt (fun s : ℝ => expRemainder (m + 1) (Complex.I * a * s))
      (Complex.I * a * expRemainder m (Complex.I * a * t)) t := by
  have hl : HasDerivAt (fun s : ℝ => Complex.I * a * (s : ℂ)) (Complex.I * a) t :=
    ((hasDerivAt_id' t).ofReal_comp.const_mul (Complex.I * a)).congr_deriv (by simp)
  have hterm : ∀ n : ℕ, HasDerivAt
      (fun s : ℝ => (Complex.I * a * (s : ℂ)) ^ (n + 1) / ((n + 1)! : ℂ))
      (Complex.I * a * ((Complex.I * a * t) ^ n / (n ! : ℂ))) t := by
    intro n
    refine ((hl.fun_pow (n + 1)).div_const _).congr_deriv ?_
    have h1 : (n ! : ℂ) ≠ 0 := by exact_mod_cast Nat.factorial_ne_zero n
    have h2 : (n : ℂ) + 1 ≠ 0 := Nat.cast_add_one_ne_zero n
    rw [Nat.factorial_succ, add_tsub_cancel_right]
    push_cast
    field_simp
  have h := hl.cexp.fun_sub
    ((HasDerivAt.fun_sum (u := range m) (fun n _ => hterm n)).add_const 1)
  have e : (fun s : ℝ => expRemainder (m + 1) (Complex.I * a * s)) = fun s : ℝ =>
      Complex.exp (Complex.I * a * s) -
        (∑ n ∈ range m, (Complex.I * a * (s : ℂ)) ^ (n + 1) / ((n + 1)! : ℂ) + 1) := by
    funext s
    rw [expRemainder, sum_range_succ']
    simp
  rw [e]
  refine h.congr_deriv ?_
  rw [← Finset.mul_sum, expRemainder]
  ring

/-- The Taylor remainder of a pure phase `exp(i a)` after `m` terms is at most
`|a| ^ m / m!`, for every real `a`. -/
theorem norm_expRemainder_le (m : ℕ) (a : ℝ) :
    ‖expRemainder m (Complex.I * a)‖ ≤ |a| ^ m / (m ! : ℝ) := by
  have key : ∀ m : ℕ, ∀ t : ℝ, 0 ≤ t →
      ‖expRemainder m (Complex.I * a * t)‖ ≤ (|a| * t) ^ m / (m ! : ℝ) := by
    intro m
    induction m with
    | zero =>
      intro t _
      have e : Complex.I * a * t = ((a * t : ℝ) : ℂ) * Complex.I := by
        push_cast
        ring
      have h : ‖Complex.exp (Complex.I * a * t)‖ = 1 := by
        rw [e, Complex.norm_exp_ofReal_mul_I]
      simp only [expRemainder, range_zero, sum_empty, sub_zero, pow_zero,
        Nat.factorial_zero, Nat.cast_one, div_one]
      exact h.le
    | succ m ih =>
      intro t ht
      have hB : ∀ s : ℝ, HasDerivAt (fun s : ℝ => (|a| * s) ^ (m + 1) / ((m + 1)! : ℝ))
          (|a| * ((|a| * s) ^ m / (m ! : ℝ))) s := by
        intro s
        have hl : HasDerivAt (fun s : ℝ => |a| * s) |a| s :=
          ((hasDerivAt_id' s).const_mul |a|).congr_deriv (mul_one _)
        refine ((hl.fun_pow (m + 1)).div_const _).congr_deriv ?_
        have h1 : (m ! : ℝ) ≠ 0 := by exact_mod_cast Nat.factorial_ne_zero m
        have h2 : (m : ℝ) + 1 ≠ 0 := Nat.cast_add_one_ne_zero m
        rw [Nat.factorial_succ, add_tsub_cancel_right]
        push_cast
        field_simp
      -- the bound on the derivative integrates to the bound on the remainder
      refine image_norm_le_of_norm_deriv_right_le_deriv_boundary (a := 0) (b := t)
        (f := fun s : ℝ => expRemainder (m + 1) (Complex.I * a * s))
        (f' := fun s : ℝ => Complex.I * a * expRemainder m (Complex.I * a * s))
        (B := fun s : ℝ => (|a| * s) ^ (m + 1) / ((m + 1)! : ℝ))
        (B' := fun s : ℝ => |a| * ((|a| * s) ^ m / (m ! : ℝ)))
        (fun s _ => (hasDerivAt_expRemainder m a s).continuousAt.continuousWithinAt)
        (fun s _ => (hasDerivAt_expRemainder m a s).hasDerivWithinAt)
        (by simp [expRemainder, sum_range_succ']) hB ?_ ⟨ht, le_rfl⟩
      intro s hs
      rw [norm_mul, norm_mul, Complex.norm_I, one_mul, Complex.norm_real, Real.norm_eq_abs]
      exact mul_le_mul_of_nonneg_left (ih s hs.1) (abs_nonneg a)
  have h := key m 1 zero_le_one
  simpa only [Complex.ofReal_one, mul_one] using h

/-- Multipole expansion of the structure factor: cut off after `m` moments, it is in error
by at most `|k| ^ m / m!` times the absolute moment of order `m`. -/
theorem multipole_expansion (q x : ι → ℝ) (m : ℕ) (k : ℝ) :
    ‖structureFactor q x k -
        ∑ n ∈ range m, (Complex.I * k) ^ n / (n ! : ℂ) * (moment q x n : ℂ)‖
      ≤ |k| ^ m * absMoment q x m / (m ! : ℝ) := by
  have e : structureFactor q x k -
      ∑ n ∈ range m, (Complex.I * k) ^ n / (n ! : ℂ) * (moment q x n : ℂ) =
      ∑ j, (q j : ℂ) * expRemainder m (Complex.I * ((k * x j : ℝ) : ℂ)) := by
    simp only [structureFactor, moment, expRemainder, mul_sub, sum_sub_distrib]
    congr 1
    simp only [Complex.ofReal_sum, Finset.mul_sum]
    rw [sum_comm]
    refine sum_congr rfl fun j _ => sum_congr rfl fun n _ => ?_
    push_cast
    ring
  rw [e]
  refine (norm_sum_le _ _).trans ?_
  rw [absMoment, Finset.mul_sum, Finset.sum_div]
  refine sum_le_sum fun j _ => ?_
  rw [norm_mul, Complex.norm_real, Real.norm_eq_abs]
  calc _ ≤ |q j| * (|k * x j| ^ m / (m ! : ℝ)) :=
        mul_le_mul_of_nonneg_left (norm_expRemainder_le m _) (abs_nonneg _)
    _ = _ := by
        rw [abs_mul, mul_pow]
        ring

/-- If all moments of order below `m` vanish, then
`|S(k)| ≤ |k| ^ m (∑ |q_j| |x_j| ^ m) / m!` for every real wave vector `k`. -/
theorem norm_structureFactor_le (q x : ι → ℝ) (m : ℕ)
    (h0 : ∀ n < m, moment q x n = 0) (k : ℝ) :
    ‖structureFactor q x k‖ ≤ |k| ^ m * (∑ j, |q j| * |x j| ^ m) / (m ! : ℝ) := by
  have h := multipole_expansion q x m k
  have hs : ∑ n ∈ range m, (Complex.I * k) ^ n / (n ! : ℂ) * (moment q x n : ℂ) = 0 :=
    sum_eq_zero fun n hn => by rw [h0 n (mem_range.1 hn), Complex.ofReal_zero, mul_zero]
  rwa [hs, sub_zero] at h

/-- If all moments of order below `m` vanish, then `S(k)` equals `(i k) ^ m / m!` times the
moment of order `m`, up to an explicit error of order `|k| ^ (m + 1)`. -/
theorem leading_multipole (q x : ι → ℝ) (m : ℕ)
    (h0 : ∀ n < m, moment q x n = 0) (k : ℝ) :
    ‖structureFactor q x k - (Complex.I * k) ^ m / (m ! : ℂ) * (moment q x m : ℂ)‖
      ≤ |k| ^ (m + 1) * absMoment q x (m + 1) / ((m + 1)! : ℝ) := by
  have h := multipole_expansion q x (m + 1) k
  have hs : ∑ n ∈ range m, (Complex.I * k) ^ n / (n ! : ℂ) * (moment q x n : ℂ) = 0 :=
    sum_eq_zero fun n hn => by rw [h0 n (mem_range.1 hn), Complex.ofReal_zero, mul_zero]
  rwa [sum_range_succ, hs, zero_add] at h

/-- If all moments of order below `m` vanish and `|S(k)| ≤ C |k| ^ m` near `k = 0`, then `C`
is at least the absolute value of the moment of order `m`, divided by `m!`. -/
theorem leading_moment_le (q x : ι → ℝ) (m : ℕ) {C δ : ℝ} (hδ : 0 < δ)
    (h0 : ∀ n < m, moment q x n = 0)
    (hC : ∀ k : ℝ, |k| ≤ δ → ‖structureFactor q x k‖ ≤ C * |k| ^ m) :
    |moment q x m| / (m ! : ℝ) ≤ C := by
  obtain ⟨D, hD⟩ : ∃ D, D = absMoment q x (m + 1) / ((m + 1)! : ℝ) := ⟨_, rfl⟩
  have hD0 : 0 ≤ D := by
    rw [hD]
    exact div_nonneg (sum_nonneg fun j _ => by positivity) (Nat.cast_nonneg _)
  refine le_of_forall_pos_le_add fun ε hε => ?_
  -- a wave vector so small that the error bound `k ^ (m + 1) * D` is at most `ε * k ^ m`
  obtain ⟨k, hk, hkδ, hkε⟩ : ∃ k : ℝ, 0 < k ∧ k ≤ δ ∧ k ≤ ε / (D + 1) :=
    ⟨min δ (ε / (D + 1)), lt_min hδ (by positivity), min_le_left _ _, min_le_right _ _⟩
  have hkD : k * D ≤ ε := by
    rw [le_div_iff₀ (by positivity)] at hkε
    linarith
  have h1 := leading_multipole q x m h0 k
  have h2 := hC k (by rwa [abs_of_pos hk])
  rw [abs_of_pos hk] at h1 h2
  have h3 : ‖(Complex.I * k) ^ m / (m ! : ℂ) * (moment q x m : ℂ)‖
      = k ^ m * (|moment q x m| / (m ! : ℝ)) := by
    rw [norm_mul, norm_div, norm_pow, norm_mul, Complex.norm_I, one_mul, Complex.norm_real,
      Complex.norm_real, Complex.norm_natCast, Real.norm_eq_abs, Real.norm_eq_abs,
      abs_of_pos hk]
    ring
  have h4 := norm_sub_le (structureFactor q x k)
    (structureFactor q x k - (Complex.I * k) ^ m / (m ! : ℂ) * (moment q x m : ℂ))
  rw [sub_sub_cancel, h3] at h4
  have h5 : k ^ (m + 1) * absMoment q x (m + 1) / ((m + 1)! : ℝ) = k ^ m * (k * D) := by
    rw [hD]
    ring
  have h6 : k ^ m * (k * D) ≤ k ^ m * ε := mul_le_mul_of_nonneg_left hkD (pow_pos hk m).le
  refine le_of_mul_le_mul_left ?_ (pow_pos hk m)
  rw [mul_add]
  linarith

/-- Converse: if `|S(k)| ≤ C |k| ^ m` near `k = 0`, then all moments of order below `m`
vanish. -/
theorem moments_vanish_of_bound (q x : ι → ℝ) (m : ℕ) {C δ : ℝ} (hδ : 0 < δ)
    (hC : ∀ k : ℝ, |k| ≤ δ → ‖structureFactor q x k‖ ≤ C * |k| ^ m) :
    ∀ n < m, moment q x n = 0 := by
  intro n
  induction n using Nat.strong_induction_on with
  | _ n ih =>
    intro hn
    have hle : |moment q x n| / (n ! : ℝ) ≤ 0 := by
      refine le_of_forall_pos_le_add fun ε hε => ?_
      rw [zero_add]
      refine leading_moment_le q x n (δ := min δ (min 1 (ε / (|C| + 1))))
        (lt_min hδ (lt_min one_pos (by positivity)))
        (fun l hl => ih l hl (hl.trans hn)) fun k hk => ?_
      obtain ⟨hk1, hk2⟩ := le_min_iff.1 hk
      obtain ⟨hk3, hk4⟩ := le_min_iff.1 hk2
      have hCk : |C| * |k| ≤ ε := by
        rw [le_div_iff₀ (by positivity)] at hk4
        linarith [abs_nonneg k]
      calc ‖structureFactor q x k‖ ≤ C * |k| ^ m := hC k hk1
        _ ≤ |C| * |k| ^ (n + 1) :=
            mul_le_mul (le_abs_self C)
              (pow_le_pow_of_le_one (abs_nonneg k) hk3 (Nat.succ_le_of_lt hn))
              (by positivity) (abs_nonneg C)
        _ = (|C| * |k|) * |k| ^ n := by ring
        _ ≤ ε * |k| ^ n := mul_le_mul_of_nonneg_right hCk (by positivity)
    have hpos : (0 : ℝ) < (n ! : ℝ) := by exact_mod_cast Nat.factorial_pos n
    rw [div_le_iff₀ hpos, zero_mul] at hle
    exact abs_nonpos_iff.1 hle

/-- Charges `1, -2, 1` at `-1, 0, 1` have zero moments of order 0 and 1, and
`(∑ |q_j| |x_j| ^ 2) / 2! = 1`; no constant `C` below 1 gives `|S(k)| ≤ C |k| ^ 2`
near `k = 0`. -/
theorem linear_quadrupole_sharp :
    (∀ n < 2, moment ![1, -2, 1] ![-1, 0, 1] n = 0) ∧
    absMoment ![1, -2, 1] ![-1, 0, 1] 2 / (2 ! : ℝ) = 1 ∧
    ∀ C δ : ℝ, 0 < δ →
      (∀ k : ℝ, |k| ≤ δ →
        ‖structureFactor ![1, -2, 1] ![-1, 0, 1] k‖ ≤ C * |k| ^ 2) → 1 ≤ C := by
  have h0 : ∀ n < 2, moment ![1, -2, 1] ![-1, 0, 1] n = 0 := by
    intro n hn
    interval_cases n <;> simp [moment, Fin.sum_univ_three]
    norm_num
  have hM : moment ![1, -2, 1] ![-1, 0, 1] 2 = 2 := by
    simp [moment, Fin.sum_univ_three]
    norm_num
  refine ⟨h0, ?_, fun C δ hδ hC => ?_⟩
  · have hA : absMoment ![1, -2, 1] ![-1, 0, 1] 2 = 2 := by
      simp [absMoment, Fin.sum_univ_three]
      norm_num
    rw [hA]
    norm_num [Nat.factorial]
  · have h := leading_moment_le _ _ 2 hδ h0 hC
    have h2 : |(2 : ℝ)| / (2 ! : ℝ) = 1 := by norm_num [Nat.factorial]
    rwa [hM, h2] at h

end

end MultipoleSmallWaveVector
```

```lean
#print axioms MultipoleSmallWaveVector.norm_structureFactor_le
#print axioms MultipoleSmallWaveVector.moments_vanish_of_bound
#print axioms MultipoleSmallWaveVector.linear_quadrupole_sharp
```

```
'MultipoleSmallWaveVector.norm_structureFactor_le' depends on axioms: [propext, Classical.choice, Quot.sound]
'MultipoleSmallWaveVector.moments_vanish_of_bound' depends on axioms: [propext, Classical.choice, Quot.sound]
'MultipoleSmallWaveVector.linear_quadrupole_sharp' depends on axioms: [propext, Classical.choice, Quot.sound]
```

## Reading the definitions and following the lemmas

The finite type `ι` labels the charges, and `q` and `x` give their values and positions. `structureFactor`, `moment` and `absMoment` are \(S\), \(M_n\) and \(A_n\). The phase is \(e^{+ikx}\), with any factor \(2\pi\) contained in \(k\); the opposite sign leaves \(|S|\) unchanged. Lean takes \(0^0=1\), so `moment q x 0` is the total charge even when a charge sits at the origin.

The main theorem is `norm_structureFactor_le`. Its hypothesis `h0` says that all moments of order below `m` are zero, and its conclusion holds for every real `k`. For `m = 0` the hypothesis is empty and the bound is \(|S(k)|\le\sum_j|q_j|\).

`hasDerivAt_expRemainder` is the derivative rule for \(R_{m+1}\). `norm_expRemainder_le` runs the induction on `m`; in place of the integral it uses a Mathlib comparison theorem, which bounds the norm of a function by a real function whose derivative dominates. `multipole_expansion` exchanges the sums with `sum_comm` and applies the remainder bound charge by charge. The main theorem and `leading_multipole` then remove the vanishing terms.

`leading_moment_le` replaces the limit \(k\to0\) by an explicit choice, the smaller of \(\delta\) and \(\varepsilon/(D+1)\). `moments_vanish_of_bound` is the converse, by strong induction on the order. `linear_quadrupole_sharp` evaluates the three-charge example.

## Exact moments, finite groups and periodic cells

The main bound holds at every real \(k\), with an explicit constant. Sharpness of that constant is proved for the linear quadrupole. For other charge sets \(|M_m|\) can be much smaller than \(A_m\), and the bound is then pessimistic near \(k=0\).

The moments must vanish exactly. In a code they are usually zero only up to rounding, and `multipole_expansion` is then the statement to use: by the triangle inequality, the leftover moments add at most \(\sum_{n<m}|k|^n|M_n|/n!\) to the bound. Rounding in the evaluation of \(S(k)\) itself needs a separate estimate.

The step left open is the one from a finite group to the energy of a periodic system. The bound can be applied to the charges of one cell at each reciprocal vector, but it does not settle how the \(k=0\) term is to be treated. The moments of a cell also depend in general on which periodic images represent the charges, although \(S\) at reciprocal lattice vectors does not.
